# For positive velocities, flux conservation is unitarity of the rescaled scattering matrix

Let the scattering matrix $S$ act on bare plane-wave coefficients, with the channel velocities kept in a separate diagonal matrix $V=\mathrm{diag}(v_i)$. There are finitely many channels, and incoming and outgoing waves share the same speeds $v_i>0$, which means that every channel propagates. With this choice, flux conservation reads $S^\dagger VS=V$, and the claim is that this holds if and only if $V^{1/2}SV^{-1/2}$ is unitary. For a potential step with wave numbers $k_1,k_2>0$, $S$ conserves flux but is itself unitary only when $k_1=k_2$.

## From flux to unitarity, and the potential step

Amplitudes $a$ carry the flux $F(a)=\sum_i v_i|a_i|^2=a^\dagger Va$. Since $F(Sa)=a^\dagger S^\dagger VSa$, flux is conserved for every $a$ exactly when $A=S^\dagger VS-V$ satisfies $x^\dagger Ax=0$ for all $x$. Applying this to $x+y$ and $x+iy$ gives
$$x^\dagger Ay+y^\dagger Ax=0,\qquad i\,x^\dagger Ay-i\,y^\dagger Ax=0.$$
Hence $x^\dagger Ay=0$ for all $x,y$. Basis vectors pick out the entries of $A$, so $A=0$.

Write $R=V^{1/2}$, $Q=V^{-1/2}$ and $U=RSQ$. Both roots are real and diagonal, so
$$U^\dagger U=QS^\dagger R\,RSQ=Q(S^\dagger VS)Q.$$
If $S^\dagger VS=V$, the right side is $QRRQ=1$. Conversely, if $U^\dagger U=1$, multiplying by $R$ on both sides gives $S^\dagger VS=R^2=V$.

A flux-conserving $S$ is itself unitary exactly when it commutes with $V$. If $SS^\dagger=1$, then $VS=SS^\dagger VS=SV$. If $VS=SV$, then $S^\dagger SV=S^\dagger VS=V$, and cancelling the invertible $V$ leaves $S^\dagger S=1$.

For the step, let $a_1,a_2$ be the incoming and $b_1,b_2$ the outgoing amplitudes on the left and right:
$$\psi_{\rm left}=a_1e^{ik_1x}+b_1e^{-ik_1x},\qquad \psi_{\rm right}=b_2e^{ik_2x}+a_2e^{-ik_2x}.$$
Continuity of $\psi$ and $\psi'$ at $x=0$ requires
$$a_1+b_1=b_2+a_2,\qquad k_1(a_1-b_1)=k_2(b_2-a_2).$$
Subtracting the second equation from $k_2$ times the first isolates $b_1$; adding it to $k_1$ times the first isolates $b_2$. With $s=k_1+k_2$,
$$\begin{pmatrix}b_1\\b_2\end{pmatrix}=S\begin{pmatrix}a_1\\a_2\end{pmatrix},\qquad S=\frac1s\begin{pmatrix}k_1-k_2&2k_2\\2k_1&k_2-k_1\end{pmatrix}.$$
Conversely, these amplitudes make both sides of the first condition $2(k_1a_1+k_2a_2)/s$ and both sides of the second $2k_1k_2(a_1-a_2)/s$.

In units where $\hbar/m=1$, with the same mass on both sides, $V=\mathrm{diag}(k_1,k_2)$. Numbering rows and columns from 0, as Lean does,
$$(S^\dagger VS)_{00}=\frac{k_1(k_1-k_2)^2+4k_1^2k_2}{s^2}=k_1,\qquad
(S^\dagger VS)_{11}=\frac{4k_1k_2^2+k_2(k_2-k_1)^2}{s^2}=k_2,$$
$$(S^\dagger VS)_{01}=(S^\dagger VS)_{10}=\frac{2k_1k_2(k_1-k_2)+2k_1k_2(k_2-k_1)}{s^2}=0.$$
So flux is conserved. If $S$ is unitary, it commutes with $V$, and the $(0,1)$ entry of $VS=SV$ says $k_1S_{01}=S_{01}k_2$. Since $S_{01}=2k_2/s\neq0$, this forces $k_1=k_2$. Conversely, equal wave numbers make $V$ a multiple of the identity, which commutes with $S$.

The limit $k_2\to0^+$ shows the difference plainly. For unit amplitude incident from the left, the transmitted amplitude $2k_1/s$ tends to 2, while the transmitted flux $4k_1^2k_2/s^2$ tends to 0. The rescaled transmission amplitude, $2\sqrt{k_1k_2}/s$, also vanishes.

For non-interacting scattering with finitely many propagating channels, a unitarity test on bare amplitudes can therefore fail although no flux is lost.

## Channels, velocities and flux in Lean

The finite type `n` labels the channels.

```lean
import Mathlib

open Matrix

noncomputable section

namespace FluxConservingScattering

variable {n : Type*} [Fintype n] [DecidableEq n]
```

The velocities are a real function `v`, placed on the diagonal of a complex matrix.

```lean
/-- The diagonal matrix V of channel velocities. -/
def velocityMatrix (v : n → ℝ) : Matrix n n ℂ := diagonal fun i => (v i : ℂ)
```

The roots are written out entry by entry, with no general matrix square root.

```lean
/-- The diagonal matrix V^(1/2), for nonnegative velocities. -/
def velocityRoot (v : n → ℝ) : Matrix n n ℂ := diagonal fun i => ((√(v i) : ℝ) : ℂ)

/-- The diagonal matrix V^(-1/2), for positive velocities. -/
def velocityRootInv (v : n → ℝ) : Matrix n n ℂ :=
  diagonal fun i => (((√(v i))⁻¹ : ℝ) : ℂ)
```

Flux is defined as a weighted sum; it is not derived from a current density.

```lean
/-- The flux carried by channel amplitudes `a`: velocity times squared modulus, summed. -/
def flux (v : n → ℝ) (a : n → ℂ) : ℝ := ∑ i, v i * ‖a i‖ ^ 2
```

`ConservesFlux` is the matrix identity, with `ᴴ` for the conjugate transpose.

```lean
/-- The matrix form of flux conservation, S* V S = V. -/
def ConservesFlux (v : n → ℝ) (S : Matrix n n ℂ) : Prop :=
  Sᴴ * velocityMatrix v * S = velocityMatrix v
```

The next lemma identifies the flux with $a^\dagger Va$, using $\bar a_i a_i=|a_i|^2$ in each channel.

```lean
/-- The flux is the quadratic form of the velocity matrix. -/
theorem flux_eq_quadratic (v : n → ℝ) (a : n → ℂ) :
    (flux v a : ℂ) = star a ⬝ᵥ velocityMatrix v *ᵥ a := by
  simp only [flux, velocityMatrix, dotProduct, mulVec_diagonal, Pi.star_apply]
  push_cast
  refine Finset.sum_congr rfl fun i _ => ?_
  have h : star (a i) * a i = (‖a i‖ : ℂ) ^ 2 := Complex.conj_mul' (a i)
  linear_combination -(v i : ℂ) * h
```

Polarization follows. `h1` and `h2` are the expansions for $x+y$ and $x+iy$, and `linear_combination` combines them to isolate $x^\dagger Ay$.

```lean
omit [DecidableEq n] in
/-- A complex matrix A with x* A x = 0 for every vector x is zero. -/
theorem eq_zero_of_expectation_zero (A : Matrix n n ℂ)
    (h : ∀ x : n → ℂ, star x ⬝ᵥ A *ᵥ x = 0) : A = 0 := by
  classical
  -- polarization: superpose x with y and with i y
  have hp : ∀ x y : n → ℂ, star x ⬝ᵥ A *ᵥ y = 0 := by
    intro x y
    have h1 := h (x + y)
    have h2 := h (x + Complex.I • y)
    simp only [star_add, star_smul, mulVec_add, mulVec_smul, add_dotProduct, dotProduct_add,
      smul_dotProduct, dotProduct_smul, smul_eq_mul, Complex.star_def, Complex.conj_I] at h1 h2
    linear_combination (1 / 2) * h1 - Complex.I / 2 * h2 - (1 - Complex.I) / 2 * h x
      - (1 - Complex.I) / 2 * h y
      + (star x ⬝ᵥ A *ᵥ y - star y ⬝ᵥ A *ᵥ x - Complex.I * (star y ⬝ᵥ A *ᵥ y)) / 2
        * Complex.I_sq
  ext i j
  have hij := hp (star (Pi.single i 1)) (Pi.single j 1)
  rw [star_star] at hij
  simpa using hij
```

Applied to $S^\dagger VS-V$, this shows that the matrix identity means equal flux for every incoming vector. The equivalence needs no sign condition on `v`.

```lean
/-- S* V S = V holds exactly when outgoing and incoming flux agree for all incoming
amplitudes. -/
theorem conservesFlux_iff_flux (v : n → ℝ) (S : Matrix n n ℂ) :
    ConservesFlux v S ↔ ∀ a, flux v (S *ᵥ a) = flux v a := by
  have hq : ∀ a, (flux v (S *ᵥ a) : ℂ) = star a ⬝ᵥ (Sᴴ * velocityMatrix v * S) *ᵥ a := by
    intro a
    rw [flux_eq_quadratic, star_mulVec, ← dotProduct_mulVec]
    simp only [mulVec_mulVec, Matrix.mul_assoc]
  unfold ConservesFlux
  constructor
  · intro h a
    have ha := hq a
    rw [h, ← flux_eq_quadratic] at ha
    exact_mod_cast ha
  · intro h
    apply sub_eq_zero.mp
    apply eq_zero_of_expectation_zero
    intro x
    rw [sub_mulVec, dotProduct_sub, ← hq, ← flux_eq_quadratic, h, sub_self]
```

## The rescaled matrix and the commutation test

Positivity enters as `hv`. In the proof, `hRR` is $R^2=V$, `hRQ` and `hQR` say that the roots are inverse to each other, and `key` is the formula for $U^\dagger U$.

```lean
/-- For positive velocities, S conserves flux if and only if V^(1/2) S V^(-1/2) is unitary. -/
theorem conservesFlux_iff_unitary {v : n → ℝ} (hv : ∀ i, 0 < v i) (S : Matrix n n ℂ) :
    ConservesFlux v S ↔ velocityRoot v * S * velocityRootInv v ∈ unitaryGroup n ℂ := by
  have hR : (velocityRoot v)ᴴ = velocityRoot v := by
    rw [velocityRoot, diagonal_conjTranspose]
    exact congrArg diagonal (funext fun i => Complex.conj_ofReal _)
  have hQ : (velocityRootInv v)ᴴ = velocityRootInv v := by
    rw [velocityRootInv, diagonal_conjTranspose]
    exact congrArg diagonal (funext fun i => Complex.conj_ofReal _)
  have hRR : velocityRoot v * velocityRoot v = velocityMatrix v := by
    rw [velocityRoot, velocityMatrix, diagonal_mul_diagonal]
    refine congrArg diagonal (funext fun i => ?_)
    exact_mod_cast Real.mul_self_sqrt (hv i).le
  have hRQ : velocityRoot v * velocityRootInv v = 1 := by
    rw [velocityRoot, velocityRootInv, diagonal_mul_diagonal, ← diagonal_one]
    refine congrArg diagonal (funext fun i => ?_)
    exact_mod_cast mul_inv_cancel₀ (Real.sqrt_pos.2 (hv i)).ne'
  have hQR : velocityRootInv v * velocityRoot v = 1 := mul_eq_one_comm.mp hRQ
  -- the Gram matrix of the rescaled S is S* V S between two inverse roots
  have key : (velocityRoot v * S * velocityRootInv v)ᴴ * (velocityRoot v * S * velocityRootInv v)
      = velocityRootInv v * (Sᴴ * velocityMatrix v * S) * velocityRootInv v := by
    rw [conjTranspose_mul, conjTranspose_mul, hR, hQ, ← hRR]
    noncomm_ring
  rw [mem_unitaryGroup_iff', star_eq_conjTranspose, key]
  unfold ConservesFlux
  constructor
  · intro h
    rw [h, ← hRR, ← Matrix.mul_assoc, hQR, Matrix.one_mul, hRQ]
  · intro h
    calc Sᴴ * velocityMatrix v * S
        = (velocityRoot v * velocityRootInv v) * (Sᴴ * velocityMatrix v * S)
          * (velocityRootInv v * velocityRoot v) := by
            rw [hRQ, hQR, Matrix.one_mul, Matrix.mul_one]
      _ = velocityRoot v * (velocityRootInv v * (Sᴴ * velocityMatrix v * S)
          * velocityRootInv v) * velocityRoot v := by simp only [Matrix.mul_assoc]
      _ = velocityMatrix v := by rw [h, Matrix.mul_one, hRR]
```

The proof turns on `mem_unitaryGroup_iff'`. Membership in `unitaryGroup` means both $U^\dagger U=1$ and $UU^\dagger=1$, but flux conservation supplies only the first. For finite square matrices a one-sided inverse is two-sided, and this lemma reduces membership to that first equation. In infinite dimension, $U^\dagger U=1$ alone would give only an isometry.

The commutation criterion uses both versions: the unprimed lemma extracts $SS^\dagger=1$, and the primed one accepts $S^\dagger S=1$. The matrix in `hW` is the inverse of $V$.

```lean
/-- For positive velocities, a flux-conserving S is itself unitary if and only if it commutes with
the velocity matrix. -/
theorem unitary_iff_commute {v : n → ℝ} (hv : ∀ i, 0 < v i) {S : Matrix n n ℂ}
    (h : ConservesFlux v S) :
    S ∈ unitaryGroup n ℂ ↔ velocityMatrix v * S = S * velocityMatrix v := by
  unfold ConservesFlux at h
  constructor
  · intro hU
    rw [mem_unitaryGroup_iff, star_eq_conjTranspose] at hU
    calc velocityMatrix v * S = (S * Sᴴ) * (velocityMatrix v * S) := by
          rw [hU, Matrix.one_mul]
      _ = S * (Sᴴ * velocityMatrix v * S) := by simp only [Matrix.mul_assoc]
      _ = S * velocityMatrix v := by rw [h]
  · intro hc
    have hW : velocityMatrix v * diagonal (fun i => (((v i)⁻¹ : ℝ) : ℂ)) = 1 := by
      rw [velocityMatrix, diagonal_mul_diagonal, ← diagonal_one]
      refine congrArg diagonal (funext fun i => ?_)
      exact_mod_cast mul_inv_cancel₀ (hv i).ne'
    have hV : Sᴴ * S * velocityMatrix v = velocityMatrix v := by
      rw [Matrix.mul_assoc, ← hc, ← Matrix.mul_assoc, h]
    rw [mem_unitaryGroup_iff', star_eq_conjTranspose, ← Matrix.mul_one (Sᴴ * S), ← hW,
      ← Matrix.mul_assoc, hV]
```

## The potential step in Lean

`planeWaves k a b` takes the right-moving amplitude first.

```lean
/-- For `k > 0`, a right-moving wave of amplitude `a` plus a left-moving wave of amplitude `b`. -/
def planeWaves (k : ℝ) (a b : ℂ) (x : ℝ) : ℂ :=
  a * Complex.exp (Complex.I * k * x) + b * Complex.exp (-(Complex.I * k * x))

/-- The bare amplitude matrix of a potential step at the origin, with wave number `k₁` on the
left and `k₂` on the right. -/
def stepMatrix (k₁ k₂ : ℝ) : Matrix (Fin 2) (Fin 2) ℂ :=
  !![(k₁ - k₂) / (k₁ + k₂), 2 * k₂ / (k₁ + k₂); 2 * k₁ / (k₁ + k₂), (k₂ - k₁) / (k₁ + k₂)]
```

The two wave numbers are independent positive parameters. Their relation to the energy and the step height is not modelled, and evanescent waves are excluded.

The slope at the origin is $ik(a-b)$.

```lean
/-- The slope at the origin of two counter-propagating plane waves. -/
theorem planeWaves_hasDerivAt (k : ℝ) (a b : ℂ) :
    HasDerivAt (planeWaves k a b) (Complex.I * k * (a - b)) 0 := by
  have h : HasDerivAt (fun x : ℝ => Complex.I * k * (x : ℂ)) (Complex.I * k) 0 := by
    simpa using (hasDerivAt_id (0 : ℝ)).ofReal_comp.const_mul (Complex.I * (k : ℂ))
  have h' := (h.cexp.const_mul a).fun_add (h.fun_neg.cexp.const_mul b)
  refine HasDerivAt.congr_deriv h' ?_
  simp only [Complex.ofReal_zero, mul_zero, neg_zero, Complex.exp_zero]
  ring
```

On the right the outgoing wave moves right, hence the order `b₂ a₂` below. The theorem is an equivalence, so `stepMatrix` is derived from the matching conditions. Its two directions are the elimination and the substitution done above.

```lean
/-- For positive wave numbers, the wave function and its slope are continuous at the step exactly
when the step matrix maps the incoming amplitudes `a₁, a₂` to the outgoing amplitudes `b₁, b₂`. -/
theorem step_matching {k₁ k₂ : ℝ} (h₁ : 0 < k₁) (h₂ : 0 < k₂) (a₁ a₂ b₁ b₂ : ℂ) :
    (planeWaves k₁ a₁ b₁ 0 = planeWaves k₂ b₂ a₂ 0 ∧
      deriv (planeWaves k₁ a₁ b₁) 0 = deriv (planeWaves k₂ b₂ a₂) 0) ↔
    ![b₁, b₂] = stepMatrix k₁ k₂ *ᵥ ![a₁, a₂] := by
  have hs : (k₁ : ℂ) + k₂ ≠ 0 := by exact_mod_cast (add_pos h₁ h₂).ne'
  have h0 : ∀ (k : ℝ) (a b : ℂ), planeWaves k a b 0 = a + b := by
    intro k a b
    simp [planeWaves]
  have hS : stepMatrix k₁ k₂ *ᵥ ![a₁, a₂] =
      ![(k₁ - k₂) / (k₁ + k₂) * a₁ + 2 * k₂ / (k₁ + k₂) * a₂,
        2 * k₁ / (k₁ + k₂) * a₁ + (k₂ - k₁) / (k₁ + k₂) * a₂] := by
    ext i
    fin_cases i <;> simp [stepMatrix, mulVec, dotProduct, Fin.sum_univ_succ]
  rw [(planeWaves_hasDerivAt k₁ a₁ b₁).deriv, (planeWaves_hasDerivAt k₂ b₂ a₂).deriv,
    h0, h0, hS]
  constructor
  · rintro ⟨e1, e2⟩
    have e3 : (k₁ : ℂ) * (a₁ - b₁) = k₂ * (b₂ - a₂) :=
      mul_left_cancel₀ Complex.I_ne_zero (by linear_combination e2)
    have hb1 : b₁ = (k₁ - k₂) / (k₁ + k₂) * a₁ + 2 * k₂ / (k₁ + k₂) * a₂ := by
      field_simp
      linear_combination (k₂ : ℂ) * e1 - e3
    have hb2 : b₂ = 2 * k₁ / (k₁ + k₂) * a₁ + (k₂ - k₁) / (k₁ + k₂) * a₂ := by
      field_simp
      linear_combination -(k₁ : ℂ) * e1 - e3
    exact congrArg₂ (fun x y => ![x, y]) hb1 hb2
  · intro h
    have hb1 : b₁ = (k₁ - k₂) / (k₁ + k₂) * a₁ + 2 * k₂ / (k₁ + k₂) * a₂ := congrFun h 0
    have hb2 : b₂ = 2 * k₁ / (k₁ + k₂) * a₁ + (k₂ - k₁) / (k₁ + k₂) * a₂ := congrFun h 1
    constructor <;> rw [hb1, hb2] <;> field_simp <;> ring
```

Flux conservation is checked on the four entries; `field_simp` clears the denominator $s$ and `ring` finishes.

```lean
/-- For positive wave numbers, the bare amplitude matrix of the step conserves flux, with the wave
numbers taken as velocities. -/
theorem step_conservesFlux {k₁ k₂ : ℝ} (h₁ : 0 < k₁) (h₂ : 0 < k₂) :
    ConservesFlux ![k₁, k₂] (stepMatrix k₁ k₂) := by
  have hs : (k₁ : ℂ) + k₂ ≠ 0 := by exact_mod_cast (add_pos h₁ h₂).ne'
  have hH : (stepMatrix k₁ k₂)ᴴ = !![((k₁ : ℂ) - k₂) / (k₁ + k₂), 2 * k₁ / (k₁ + k₂);
      2 * k₂ / (k₁ + k₂), (k₂ - k₁) / (k₁ + k₂)] := by
    ext i j
    fin_cases i <;> fin_cases j <;> simp [stepMatrix]
  have hV : velocityMatrix ![k₁, k₂] = !![(k₁ : ℂ), 0; 0, (k₂ : ℂ)] := by
    ext i j
    fin_cases i <;> fin_cases j <;> simp [velocityMatrix]
  rw [ConservesFlux, hH, hV, stepMatrix, mul_fin_two, mul_fin_two]
  ext i j
  fin_cases i <;> fin_cases j <;> dsimp <;> field_simp <;> ring
```

The last theorem rewrites unitarity as commutation. In the forward direction, `e` is the $(0,1)$ entry and `ht` says that the transmission amplitude is nonzero, which allows it to be cancelled.

```lean
/-- For positive wave numbers, the bare amplitude matrix of the step is unitary if and only if they
are equal. -/
theorem step_unitary_iff {k₁ k₂ : ℝ} (h₁ : 0 < k₁) (h₂ : 0 < k₂) :
    stepMatrix k₁ k₂ ∈ unitaryGroup (Fin 2) ℂ ↔ k₁ = k₂ := by
  have hs : (k₁ : ℂ) + k₂ ≠ 0 := by exact_mod_cast (add_pos h₁ h₂).ne'
  have h2c : (k₂ : ℂ) ≠ 0 := by exact_mod_cast h₂.ne'
  have hv : ∀ i, 0 < ![k₁, k₂] i := Fin.forall_fin_two.2 ⟨h₁, h₂⟩
  rw [unitary_iff_commute hv (step_conservesFlux h₁ h₂)]
  constructor
  · intro h
    -- compare the entries that carry the nonzero transmission amplitude
    have e := congrFun (congrFun h 0) 1
    rw [velocityMatrix, diagonal_mul, mul_diagonal] at e
    change (k₁ : ℂ) * (2 * k₂ / (k₁ + k₂)) = 2 * k₂ / (k₁ + k₂) * (k₂ : ℂ) at e
    have ht : (2 * k₂ / (k₁ + k₂) : ℂ) ≠ 0 := div_ne_zero (mul_ne_zero two_ne_zero h2c) hs
    exact_mod_cast mul_left_cancel₀ ht ((mul_comm _ _).trans e)
  · intro h
    have hc : ∀ i, ![k₁, k₂] i = k₁ := Fin.forall_fin_two.2 ⟨rfl, h.symm⟩
    ext i j
    simp only [velocityMatrix, diagonal_mul, mul_diagonal, hc]
    exact mul_comm _ _

end FluxConservingScattering
```

```lean
#print axioms FluxConservingScattering.conservesFlux_iff_flux
#print axioms FluxConservingScattering.conservesFlux_iff_unitary
#print axioms FluxConservingScattering.step_matching
#print axioms FluxConservingScattering.step_unitary_iff
```

```
'FluxConservingScattering.conservesFlux_iff_flux' depends on axioms: [propext, Classical.choice, Quot.sound]
'FluxConservingScattering.conservesFlux_iff_unitary' depends on axioms: [propext, Classical.choice, Quot.sound]
'FluxConservingScattering.step_matching' depends on axioms: [propext, Classical.choice, Quot.sound]
'FluxConservingScattering.step_unitary_iff' depends on axioms: [propext, Classical.choice, Quot.sound]
```
